# The Frobenius–Schur formula: the average of χ(g²) counts symmetric minus antisymmetric invariant forms

Suppose that a system has time-reversal symmetry and a finite symmetry group whose operations commute with time reversal. To find out whether time reversal adds to the degeneracy of a level, one takes the character χ of the irreducible representation to which the level belongs under that group alone, looks up χ(g²) for every group element g, and averages. The result is 1, −1 or 0, and together with the sign of the squared time-reversal operator it settles the question. What the average counts can be stated for any finite-dimensional complex representation of a finite group, reducible or not, unitary or not: it is the number of independent symmetric invariant bilinear forms minus the number of antisymmetric ones.

The link to time reversal is short. If the matrices D(g) are unitary, the invariance condition D(g)ᵀ B D(g) = B says that B D(g) equals the complex conjugate of D(g) times B. A nonzero B therefore connects the representation with its conjugate. For an irreducible D, Schur's lemma allows at most one such B up to a factor, and this B is either symmetric or antisymmetric; hence the three values. Only the counting formula is derived and checked below; the argument from Schur's lemma and the antiunitary operator itself are not.

## Counting invariant forms with a trace

Let G be a finite group with |G| elements, and let D(g) be complex square matrices with D(gh) = D(g)D(h) and D(1) = 1. The character is χ(g) = tr D(g). A matrix B defines the bilinear form xᵀBy, without complex conjugation. For a sign ε = ±1, let V(ε) be the space of matrices with

Bᵀ = εB and D(g)ᵀ B D(g) = B for all g.

The claim is

(1/|G|) Σ_g χ(g²) = dim V(1) − dim V(−1).

Two traces are needed first. Let E_kl be the matrix unit with a 1 in row k and column l and zeros elsewhere. The matrix units are a basis of the space of matrices, so a linear map F on that space has the trace

tr F = Σ_ij [F(E_ij)]_ij.

For any square matrix A, only one term survives in the product

(Aᵀ E_kl A)_ij = A_ki A_lj.

Setting k = i and l = j gives the trace of the map B ↦ AᵀBA:

Σ_ij A_ii A_jj = (tr A)².

For the map B ↦ AᵀBᵀA, the transpose turns E_ij into E_ji, and the trace is

Σ_ij A_ji A_ij = tr(A²).

Now define the group average

P(B) = (1/(2|G|)) Σ_g D(g)ᵀ (B + εBᵀ) D(g).

Its values lie in V(ε). Since ε² = 1, the transpose of B + εBᵀ is Bᵀ + εB = ε(B + εBᵀ), so P(B) has exchange sign ε. For a group element h,

D(h)ᵀ P(B) D(h) = (1/(2|G|)) Σ_g D(gh)ᵀ (B + εBᵀ) D(gh) = P(B),

because gh runs over the whole group when g does.

If B already lies in V(ε), then B + εBᵀ = B + ε²B = 2B. Each of the |G| terms equals 2B, and P(B) = B. So P is a projector with range V(ε). In a basis of V(ε) completed by a basis of the kernel of P, its matrix is diagonal, with a 1 for each basis vector of V(ε) and zeros otherwise. Its trace is therefore dim V(ε). Inserting the two traces with A = D(g), and using D(g)² = D(g²), gives

dim V(ε) = (1/(2|G|)) Σ_g [χ(g)² + ε χ(g²)].

In the difference between ε = 1 and ε = −1 the terms χ(g)² cancel and the terms χ(g²) add up, which is the claim.

If |G| is odd, put m = (|G| + 1)/2. Then (g²)^m = g^(|G|+1) = g, so g can be recovered from g². Squaring is thus a permutation of the group, and Σ_g χ(g²) = Σ_g χ(g).

## Representations and invariant forms in Lean

The group is `G`. The letter `n` stands for the finite set of labels of the basis functions, not for a number; the dimension of the representation is the number of its elements.

```lean
import Mathlib

open Matrix

namespace FrobeniusSchurForms

noncomputable section

variable {G n : Type*} [Group G] [Fintype G] [Fintype n] [DecidableEq n]
```

A representation is a homomorphism `D : G →* Matrix n n ℂ`. It has to respect products exactly. For half-integer spin, the matrices assigned to the elements of a point group in general do so only up to a sign; `G` is then taken to be the double group, for which the products hold exactly. Infinite groups, such as the full rotation group or the symmetry group of a linear molecule, would need an integral or another kind of average.

The space V(ε) becomes `invariantForms D ε`. The first part of the condition fixes the symmetry of the form and the second its invariance; the remaining fields check that sums and multiples of such forms are again such forms. "Exchange" refers to the two arguments of the form, not to electrons. The definition accepts any complex `ε`, and the theorems restrict it where necessary.

```lean
/-- The bilinear forms `B` of exchange sign `ε`, meaning `Bᵀ = ε B`, that are invariant under
the representation: `D(g)ᵀ B D(g) = B` for every group element `g`. -/
def invariantForms (D : G →* Matrix n n ℂ) (ε : ℂ) : Submodule ℂ (Matrix n n ℂ) where
  carrier := {B | Bᵀ = ε • B ∧ ∀ g, (D g)ᵀ * B * D g = B}
  zero_mem' := ⟨by simp, by simp⟩
  add_mem' := by
    rintro a b ⟨ha, ha'⟩ ⟨hb, hb'⟩
    exact ⟨by rw [Matrix.transpose_add, ha, hb, smul_add],
      fun g => by rw [Matrix.mul_add, Matrix.add_mul, ha' g, hb' g]⟩
  smul_mem' := by
    rintro c a ⟨ha, ha'⟩
    exact ⟨by rw [Matrix.transpose_smul, ha, smul_comm],
      fun g => by rw [Matrix.mul_smul, Matrix.smul_mul, ha' g]⟩
```

The next two definitions are the linear maps whose traces were computed above, B ↦ AᵀBA and B ↦ AᵀBᵀA.

```lean
/-- The change of a bilinear form under a linear substitution `A`: `B ↦ Aᵀ B A`. -/
def congruence (A : Matrix n n ℂ) : Matrix n n ℂ →ₗ[ℂ] Matrix n n ℂ where
  toFun B := Aᵀ * B * A
  map_add' B C := by rw [Matrix.mul_add, Matrix.add_mul]
  map_smul' c B := by rw [Matrix.mul_smul, Matrix.smul_mul, RingHom.id_apply]

/-- The same substitution preceded by an exchange of the two arguments: `B ↦ Aᵀ Bᵀ A`. -/
def exchangeCongruence (A : Matrix n n ℂ) : Matrix n n ℂ →ₗ[ℂ] Matrix n n ℂ where
  toFun B := Aᵀ * Bᵀ * A
  map_add' B C := by rw [Matrix.transpose_add, Matrix.mul_add, Matrix.add_mul]
  map_smul' c B := by
    rw [Matrix.transpose_smul, Matrix.mul_smul, Matrix.smul_mul, RingHom.id_apply]
```

The average P is a combination of these two maps. The name `projector` is justified only once ε² = 1 is assumed, and the projector need not be orthogonal, since D need not be unitary.

```lean
/-- The group average of `D(g)ᵀ (B + ε Bᵀ) D(g) / 2`, as a linear map of the form `B`. -/
def projector (D : G →* Matrix n n ℂ) (ε : ℂ) : Matrix n n ℂ →ₗ[ℂ] Matrix n n ℂ :=
  (2 * (Fintype.card G : ℂ))⁻¹ • ∑ g, (congruence (D g) + ε • exchangeCongruence (D g))
```

## The two traces

The first theorem is the formula tr F = Σ_ij [F(E_ij)]_ij. The map `e` lists the entries of a matrix as a vector indexed by pairs, and `hb` confirms that the basis vectors of these coordinates are the matrix units, written `Matrix.single i j 1`. The trace is then the sum of the diagonal elements over all pairs, split into a double sum.

```lean
/-- The trace of a linear map on matrices is the sum of its diagonal elements in the basis of
matrix units. -/
theorem trace_eq_sum_units (f : Matrix n n ℂ →ₗ[ℂ] Matrix n n ℂ) :
    LinearMap.trace ℂ _ f = ∑ i, ∑ j, f (Matrix.single i j 1) i j := by
  let e : Matrix n n ℂ ≃ₗ[ℂ] (n × n → ℂ) :=
    { toFun := fun B p => B p.1 p.2
      invFun := fun v => Matrix.of fun i j => v (i, j)
      map_add' := fun _ _ => rfl
      map_smul' := fun _ _ => rfl
      left_inv := fun _ => rfl
      right_inv := fun _ => rfl }
  -- the basis vectors belonging to these coordinates are the matrix units
  have hb : ∀ i j, e.symm (Pi.single (i, j) 1) = Matrix.single i j 1 := by
    intro i j
    ext k l
    change (Pi.single (i, j) (1 : ℂ) : n × n → ℂ) (k, l) = _
    simp [Matrix.single_apply, Pi.single_apply, Prod.ext_iff, eq_comm]
  rw [LinearMap.trace_eq_matrix_trace ℂ (Module.Basis.ofEquivFun e), Matrix.trace,
    Fintype.sum_prod_type]
  refine Finset.sum_congr rfl fun i _ => Finset.sum_congr rfl fun j _ => ?_
  rw [Matrix.diag_apply, LinearMap.toMatrix_apply, Module.Basis.ofEquivFun_repr_apply,
    Module.Basis.coe_ofEquivFun]
  exact congrArg (fun B : Matrix n n ℂ => f B i j) (hb i j)
```

The matrix elements of a transformed unit come from two matrix products. `Finset.sum_eq_single` picks the one surviving term in each: index `l` in the outer sum and `k` in the inner one.

```lean
/-- Matrix elements of a transformed matrix unit: `(Aᵀ E_kl A)_ij = A_ki A_lj`. -/
theorem congruence_unit_apply (A : Matrix n n ℂ) (k l i j : n) :
    (Aᵀ * Matrix.single k l (1 : ℂ) * A : Matrix n n ℂ) i j = A k i * A l j := by
  rw [Matrix.mul_apply, Finset.sum_eq_single l, Matrix.mul_apply, Finset.sum_eq_single k]
  · simp
  · intro b _ hb
    simp [hb.symm]
  · simp
  · intro b _ hb
    simp [Matrix.mul_apply, hb.symm]
  · simp
```

With `k` and `l` set to `i` and `j`, the double sum is the expanded square of the trace.

```lean
/-- The map `B ↦ Aᵀ B A` on bilinear forms has trace `(tr A)²`. -/
theorem trace_congruence (A : Matrix n n ℂ) :
    LinearMap.trace ℂ _ (congruence A) = A.trace ^ 2 := by
  rw [trace_eq_sum_units, sq, Matrix.trace, Finset.sum_mul_sum]
  exact Finset.sum_congr rfl fun i _ => Finset.sum_congr rfl fun j _ =>
    congruence_unit_apply A i j i j
```

In the second trace, `ht` is the statement that transposing E_ij gives E_ji. The products that result are the terms of the diagonal elements of A².

```lean
/-- With the exchange of arguments included, the map `B ↦ Aᵀ Bᵀ A` has trace `tr (A²)`. -/
theorem trace_exchangeCongruence (A : Matrix n n ℂ) :
    LinearMap.trace ℂ _ (exchangeCongruence A) = (A ^ 2).trace := by
  rw [trace_eq_sum_units, sq, Matrix.trace]
  refine Finset.sum_congr rfl fun i _ => ?_
  rw [Matrix.diag_apply, Matrix.mul_apply]
  refine Finset.sum_congr rfl fun j _ => ?_
  have ht : (Matrix.single i j (1 : ℂ))ᵀ = Matrix.single j i 1 := by
    ext k l
    simp [Matrix.single_apply, and_comm]
  change (Aᵀ * (Matrix.single i j (1 : ℂ))ᵀ * A : Matrix n n ℂ) i j = _
  rw [ht, congruence_unit_apply, mul_comm]
```

## The group average as a projector

`LinearMap.IsProj` states two things: every value of the map lies in the given subspace, and the map leaves each element of that subspace unchanged. The assumption `hε : ε * ε = 1` leaves only the two signs, 1 and −1.

The proof first writes the average out as `happ` and then has three parts, as in the derivation. The first transposes the sum term by term and uses `hε`. The second multiplies by a further element `h` and relabels the sum with `Equiv.mulRight h`, which sends g to gh. The third shows in `hterm` that each term equals 2B on an invariant form, after which the prefactor cancels the factor 2|G|.

```lean
/-- For an exchange sign with `ε² = 1`, the group average is a projector onto the invariant
forms of that sign. -/
theorem projector_isProj (D : G →* Matrix n n ℂ) {ε : ℂ} (hε : ε * ε = 1) :
    LinearMap.IsProj (invariantForms D ε) (projector D ε) := by
  have happ : ∀ B, projector D ε B = (2 * (Fintype.card G : ℂ))⁻¹ •
      ∑ g, ((D g)ᵀ * B * D g + ε • ((D g)ᵀ * Bᵀ * D g)) := by
    intro B
    simp [projector, congruence, exchangeCongruence, LinearMap.sum_apply]
  refine ⟨fun B => ⟨?_, fun h => ?_⟩, ?_⟩
  · -- the average has exchange sign ε, term by term
    rw [happ, Matrix.transpose_smul, Matrix.transpose_sum, smul_comm ε]
    congr 1
    rw [Finset.smul_sum]
    refine Finset.sum_congr rfl fun g _ => ?_
    simp only [Matrix.transpose_add, Matrix.transpose_smul, Matrix.transpose_mul,
      Matrix.transpose_transpose, Matrix.mul_assoc, smul_add, smul_smul, hε, one_smul]
    rw [add_comm]
  · -- a further group element only relabels the terms
    rw [happ, Matrix.mul_smul, Matrix.smul_mul, Matrix.mul_sum, Matrix.sum_mul]
    congr 1
    refine Fintype.sum_equiv (Equiv.mulRight h) _ _ fun g => ?_
    simp only [Equiv.coe_mulRight, map_mul, Matrix.transpose_mul, Matrix.mul_add,
      Matrix.add_mul, Matrix.mul_smul, Matrix.smul_mul, Matrix.mul_assoc]
  · -- on an invariant form every term equals 2B
    rintro B ⟨hs, hi⟩
    have hterm : ∀ g, (D g)ᵀ * B * D g + ε • ((D g)ᵀ * Bᵀ * D g) = (2 : ℂ) • B := by
      intro g
      rw [hs, Matrix.mul_smul, Matrix.smul_mul, hi g, smul_smul, hε, one_smul, two_smul]
    have hc : (Fintype.card G : ℂ) ≠ 0 := Nat.cast_ne_zero.mpr Fintype.card_ne_zero
    have hone : (2 * (Fintype.card G : ℂ))⁻¹ * (Fintype.card G : ℂ) * 2 = 1 := by
      field_simp
    rw [happ]
    simp only [hterm, Finset.sum_const, Finset.card_univ]
    rw [← Nat.cast_smul_eq_nsmul ℂ, smul_smul, smul_smul, hone, one_smul]
```

## Dimensions from characters

The dimension of V(ε) appears as `Module.finrank`, a natural number read as a complex number so that it can be compared with a sum of characters. The character is written directly as `(D g).trace`. The theorem gives each dimension separately, which says more than their difference: it also tells how many symmetric and how many antisymmetric forms a reducible representation has.

The proof replaces the dimension by the trace of the projector, uses linearity of the trace, and inserts the two trace formulas. The rule `map_pow` supplies D(g²) = D(g)².

```lean
/-- The number of independent invariant forms of exchange sign `ε`, with `ε² = 1`, is the group
average of `(χ(g)² + ε χ(g²)) / 2`. -/
theorem finrank_invariantForms (D : G →* Matrix n n ℂ) {ε : ℂ} (hε : ε * ε = 1) :
    (Module.finrank ℂ (invariantForms D ε) : ℂ) =
      (2 * (Fintype.card G : ℂ))⁻¹ * ∑ g, ((D g).trace ^ 2 + ε * (D (g ^ 2)).trace) := by
  rw [← (projector_isProj D hε).trace, projector, map_smul, map_sum]
  simp only [map_add, map_smul, trace_congruence, trace_exchangeCongruence, smul_eq_mul,
    map_pow]
```

The Frobenius–Schur formula is the difference of the two cases. Read in words, the average of the trace of D(g²) over the group equals the dimension of the symmetric invariant forms minus that of the antisymmetric ones. Nothing is assumed about irreducibility, so the value may be any integer, and a zero may mean that there are no invariant forms or that there are equally many of both kinds. The two calls to `norm_num` check that 1 and −1 square to 1, and `ring` carries out the cancellation.

```lean
/-- **Frobenius-Schur formula.** For a complex matrix representation of a finite group, the
average of `χ(g²)` is the dimension of the symmetric invariant bilinear forms minus the
dimension of the antisymmetric ones. -/
theorem frobenius_schur (D : G →* Matrix n n ℂ) :
    (Fintype.card G : ℂ)⁻¹ * ∑ g, (D (g ^ 2)).trace =
      (Module.finrank ℂ (invariantForms D 1) : ℂ) -
        (Module.finrank ℂ (invariantForms D (-1)) : ℂ) := by
  rw [finrank_invariantForms D (by norm_num : (1 : ℂ) * 1 = 1),
    finrank_invariantForms D (by norm_num : (-1 : ℂ) * (-1) = 1)]
  -- the squares of the character cancel in the difference
  simp only [Finset.sum_add_distrib, ← Finset.mul_sum]
  ring
```

## Groups of odd order

For odd |G| the squares can be left out, and the difference of dimensions is the plain average of the character. The proof uses the formula just obtained and then `powCoprime`, the permutation g ↦ g², which exists because 2 and the order of the group have no common factor.

```lean
/-- In a group of odd order, the dimension of the symmetric invariant forms minus that of the
antisymmetric ones is the average of the character itself. -/
theorem frobenius_schur_odd (D : G →* Matrix n n ℂ) (hodd : Odd (Nat.card G)) :
    (Module.finrank ℂ (invariantForms D 1) : ℂ) -
        (Module.finrank ℂ (invariantForms D (-1)) : ℂ) =
      (Fintype.card G : ℂ)⁻¹ * ∑ g, (D g).trace := by
  rw [← frobenius_schur]
  congr 1
  -- squaring permutes the elements of a group of odd order
  exact Equiv.sum_comp (powCoprime hodd.coprime_two_right) fun g => (D g).trace

end

end FrobeniusSchurForms
```

This corollary does not extend to all finite groups. Take the group with two elements 1 and s, where s could be a mirror reflection, and the one-dimensional representation with D(s) = −1. The form B = 1 is invariant, because (−1)·1·(−1) = 1. It is symmetric, and a 1×1 matrix can be antisymmetric only if it is zero, so the difference of dimensions is 1. The average of χ(g²) is (1 + 1)/2 = 1, as the general formula requires, but the average of χ(g) is (1 − 1)/2 = 0.

```lean
#print axioms FrobeniusSchurForms.frobenius_schur
#print axioms FrobeniusSchurForms.frobenius_schur_odd
```

```
'FrobeniusSchurForms.frobenius_schur' depends on axioms: [propext, Classical.choice, Quot.sound]
'FrobeniusSchurForms.frobenius_schur_odd' depends on axioms: [propext, Classical.choice, Quot.sound]
```
